# Two orthogonal three-fermion states with the same two-matrix

Q: Three fermions occupy six orthonormal spin-orbitals. One source superposes "orbitals 1, 2, 3 filled" and "orbitals 4, 5, 6 filled" with equal weights and a plus sign, another source with equal weights and a minus sign. I can measure averages of pair quantities only, such as the interaction energy. Can I tell the sources apart?

A: No. Write $\psi(i,j,k)$ for the amplitude of finding the three particles in orbitals $i,j,k$. The pair averages depend on $\psi$ only through the two-matrix
$$D(ij;kl)=\sum_m \psi(i,j,m)\,\psi^*(k,l,m),$$
and the two sources have the same $D$, although their states are orthogonal.

Q: Why do the averages depend on $D$ alone?

A: Take a pair operator $O=o_{12}+o_{13}+o_{23}$, with the same $o$ for each pair of particles. Antisymmetry makes the three averages equal, and $\langle o_{12}\rangle=\sum o(kl;ij)\,D(ij;kl)=\mathrm{Tr}(oD)$, so $\langle O\rangle=3\,\mathrm{Tr}(oD)$. The Lean code defines no operators, so this link from $D$ to measurement rests on the lines just written.

Q: Then show me by hand that the two matrices agree.

A: Let $[abc]$ be the Slater determinant of orbitals $a,b,c$:
$$[abc](i,j,k)=\frac{1}{\sqrt6}\det\begin{pmatrix}\delta_{ai}&\delta_{aj}&\delta_{ak}\\ \delta_{bi}&\delta_{bj}&\delta_{bk}\\ \delta_{ci}&\delta_{cj}&\delta_{ck}\end{pmatrix}.$$
Exchanging two particles exchanges two columns, so the sign flips. For a complex number $z$, put $\psi_z=([123]+z[456])/\sqrt2$; your sources are $z=1$ and $z=-1$.

In $D$, the interference terms contain products such as $[123](i,j,m)\,[456]^*(k,l,m)$. The first factor needs $m\in\{1,2,3\}$ and the second needs $m\in\{4,5,6\}$, so every product is zero. What remains is
$$D_{\psi_z}=\tfrac12 D_{[123]}+\tfrac12|z|^2D_{[456]},$$
which is the same for every $z$ with $|z|=1$.

Q: A global phase also leaves $D$ unchanged. Perhaps the two states differ by no more than that.

A: Their overlap excludes it. The function $[123]$ is nonzero on the six orderings of its orbitals, with value $\pm1/\sqrt6$, so its squared norm is $6\cdot\frac16=1$. The same holds for $[456]$, and the two are never nonzero on the same triple. Hence
$$\langle\psi_z|\psi_w\rangle=\tfrac12(1+z^*w).$$
This is 1 for $z=w=\pm1$ and 0 for $z=1$, $w=-1$.

Q: Now the Lean version. What is a state there?

A: A complex function of three orbital indices, where `ι` is any finite set of orbitals.

```lean
import Mathlib

open ComplexConjugate

namespace TwoMatrixNotInjective

noncomputable section

variable {ι : Type*} [Fintype ι] [DecidableEq ι]

/-- A three-particle wavefunction, given by its amplitudes on triples of orbitals. -/
abbrev Wave (ι : Type*) := ι → ι → ι → ℂ
```

Q: That type admits functions that no fermions could have.

A: Yes, so antisymmetry is a separate property, to be proved for each state. It is stated for the exchange of the first two particles and of the last two; these exchanges generate all permutations.

```lean
/-- The wavefunction changes sign when neighbouring particles are exchanged. -/
def IsAntisymmetric (ψ : Wave ι) : Prop :=
  ∀ i j k, ψ j i k = -ψ i j k ∧ ψ i k j = -ψ i j k
```

Q: And the determinants?

A: They are written out. The name `occ` may suggest an occupation number, but it is the Kronecker delta $\delta_{ai}$, an amplitude. This is where the orthonormality of the orbitals enters. `slaterDet` is the integer determinant without prefactor, and `slater` divides it by $\sqrt6$.

```lean
/-- The amplitude of orbital `a` at index `i`: one if they coincide, zero otherwise. -/
def occ (a i : ι) : ℤ := if a = i then 1 else 0

/-- The three-by-three determinant of the orbitals `a`, `b`, `c` at the indices `i`, `j`, `k`. -/
def slaterDet (a b c i j k : ι) : ℤ :=
  occ a i * (occ b j * occ c k - occ b k * occ c j)
    - occ a j * (occ b i * occ c k - occ b k * occ c i)
    + occ a k * (occ b i * occ c j - occ b j * occ c i)

/-- The Slater determinant `[abc]`, with the prefactor `1/√6`. -/
def slater (a b c : ι) : Wave ι :=
  fun i j k => (slaterDet a b c i j k : ℂ) / (Real.sqrt 6 : ℂ)
```

Q: Which conventions are fixed for the inner product and for $D$?

A: `overlap` conjugates its first argument and sums over all ordered triples. `twoMatrix` has rows and columns labelled by ordered pairs, and its trace is the squared norm, hence 1 for a normalised state. Many texts scale it to trace 3 or 6 for three particles, which changes nothing in the comparison.

```lean
/-- The inner product of two three-particle wavefunctions. -/
def overlap (φ χ : Wave ι) : ℂ := ∑ i, ∑ j, ∑ k, conj (φ i j k) * χ i j k

/-- The two-matrix: the third particle is traced out of the pure state `ψ`. -/
def twoMatrix (ψ : Wave ι) : Matrix (ι × ι) (ι × ι) ℂ :=
  Matrix.of fun p q => ∑ m, ψ p.1 p.2 m * conj (ψ q.1 q.2 m)
```

Q: And my two sources?

A: They are `catState 1` and `catState (-1)`. The name is borrowed loosely: no coherent states are involved, only two determinants in superposition. Lean counts the six orbitals from 0, so $[123]$ is `slater 0 1 2` and $[456]$ is `slater 3 4 5`. For general `z` the state has squared norm $(1+|z|^2)/2$, so it is normalised when $|z|=1$.

```lean
/-- The state `([123] + z [456])/√2` on six orbitals, which are numbered from zero here. -/
def catState (z : ℂ) : Wave (Fin 6) :=
  (Real.sqrt 2 : ℂ)⁻¹ • (slater 0 1 2 + z • slater 3 4 5)
```

Q: How does Lean see the sign change under exchange?

A: It expands both determinants into polynomials in the deltas, and `ring` confirms that they are opposite. If two of the orbitals coincide, the function is zero and the statement still holds.

```lean
omit [Fintype ι] in
/-- A Slater determinant is antisymmetric. -/
theorem slater_antisymmetric (a b c : ι) : IsAntisymmetric (slater a b c) := by
  intro i j k
  constructor <;> simp only [slater, slaterDet] <;> push_cast <;> ring
```

Q: The square roots must be a nuisance in the overlaps.

A: They are removed once. The next lemma combines the two prefactors into $1/6$ and leaves a sum of integers, which can be evaluated mechanically later.

```lean
/-- The overlap of two Slater determinants is a sum of integers divided by six. -/
theorem overlap_slater (a b c a' b' c' : ι) :
    overlap (slater a b c) (slater a' b' c') =
      ((∑ i, ∑ j, ∑ k, slaterDet a b c i j k * slaterDet a' b' c' i j k : ℤ) : ℂ) / 6 := by
  have h6 : (Real.sqrt 6 : ℂ) * (Real.sqrt 6 : ℂ) = 6 := by
    rw [← Complex.ofReal_mul, Real.mul_self_sqrt (by norm_num)]
    norm_num
  simp only [overlap, slater, Int.cast_sum, Int.cast_mul, Finset.sum_div]
  refine Finset.sum_congr rfl fun i _ => Finset.sum_congr rfl fun j _ =>
    Finset.sum_congr rfl fun k _ => ?_
  rw [map_div₀, Complex.conj_ofReal, map_intCast, div_mul_div_comm, h6]
```

Q: Where is the argument about $m$?

A: In the next lemma, for any two determinants without a common orbital. `Disjoint` expresses that condition. The proof asks whether `m` belongs to the first set of orbitals. If it does, it is not in the second set, so the column for `m` in the second determinant is zero. If it does not, the same happens in the first determinant.

```lean
omit [Fintype ι] in
/-- Two Slater determinants without a common orbital are never both nonzero at the same
index of the third particle. -/
theorem slater_mul_conj_eq_zero {a b c a' b' c' : ι}
    (h : Disjoint ({a, b, c} : Finset ι) {a', b', c'}) (i j k l m : ι) :
    slater a b c i j m * conj (slater a' b' c' k l m) = 0 := by
  by_cases hm : m ∈ ({a, b, c} : Finset ι)
  · have hm' := Finset.disjoint_left.mp h hm
    simp only [Finset.mem_insert, Finset.mem_singleton, not_or] at hm'
    obtain ⟨h1, h2, h3⟩ := hm'
    have h0 : slaterDet a' b' c' k l m = 0 := by
      simp [slaterDet, occ, Ne.symm h1, Ne.symm h2, Ne.symm h3]
    simp [slater, h0]
  · simp only [Finset.mem_insert, Finset.mem_singleton, not_or] at hm
    obtain ⟨h1, h2, h3⟩ := hm
    have h0 : slaterDet a b c i j m = 0 := by
      simp [slaterDet, occ, Ne.symm h1, Ne.symm h2, Ne.symm h3]
    simp [slater, h0]
```

The superposition formula follows, with arbitrary coefficients `s` and `t`. Lean compares the matrices element by element and expands the product under the sum over `m`. The two interference terms carry the factors $st^*$ and $ts^*$, and `linear_combination` removes them with the lemma, used once in each order.

```lean
/-- For two Slater determinants without a common orbital, the two-matrix of a superposition
is the sum of their two-matrices weighted by the squared moduli of the coefficients. -/
theorem twoMatrix_superposition {a b c a' b' c' : ι} (s t : ℂ)
    (h : Disjoint ({a, b, c} : Finset ι) {a', b', c'}) :
    twoMatrix (s • slater a b c + t • slater a' b' c') =
      (s * conj s) • twoMatrix (slater a b c) +
        (t * conj t) • twoMatrix (slater a' b' c') := by
  ext p q
  simp only [twoMatrix, Matrix.of_apply, Matrix.add_apply, Matrix.smul_apply, smul_eq_mul,
    Pi.add_apply, Pi.smul_apply, Finset.mul_sum, ← Finset.sum_add_distrib, map_add, map_mul]
  refine Finset.sum_congr rfl fun m _ => ?_
  -- both interference terms vanish
  have h1 := slater_mul_conj_eq_zero h p.1 p.2 q.1 q.2 m
  have h2 := slater_mul_conj_eq_zero h.symm p.1 p.2 q.1 q.2 m
  linear_combination s * conj t * h1 + t * conj s * h2
```

Q: So the matrix part holds for any finite orbital set. What remains for the six orbitals?

A: The overlap formula. After a small lemma for $(1/\sqrt2)^2=1/2$, the step called `expand` multiplies out the inner product of two superpositions into four terms. The step `ev` turns each overlap of determinants into an integer sum over the $6^3=216$ triples, and `decide +kernel` evaluates it. The sums are 6, 0, 0 and 6; divided by 6 they give the normalised overlaps 1, 0, 0 and 1 found by hand.

```lean
/-- The square of `1/√2` is one half. -/
lemma inv_sqrt_two_sq : (Real.sqrt 2 : ℂ)⁻¹ * (Real.sqrt 2 : ℂ)⁻¹ = 1 / 2 := by
  rw [← mul_inv, ← Complex.ofReal_mul, Real.mul_self_sqrt (by norm_num)]
  norm_num

/-- The overlap of `([123] + z [456])/√2` with `([123] + w [456])/√2` is `(1 + z* w)/2`. -/
theorem overlap_catState (z w : ℂ) :
    overlap (catState z) (catState w) = (1 + conj z * w) / 2 := by
  have expand : ∀ (s t s' t' : ℂ) (φ χ : Wave (Fin 6)),
      overlap (s • φ + t • χ) (s' • φ + t' • χ) =
        conj s * s' * overlap φ φ + conj s * t' * overlap φ χ +
          conj t * s' * overlap χ φ + conj t * t' * overlap χ χ := by
    intro s t s' t' φ χ
    simp only [overlap, Pi.add_apply, Pi.smul_apply, smul_eq_mul, map_add, map_mul,
      Finset.mul_sum, ← Finset.sum_add_distrib]
    refine Finset.sum_congr rfl fun i _ => Finset.sum_congr rfl fun j _ =>
      Finset.sum_congr rfl fun k _ => ?_
    ring
  have ev : ∀ (a b c a' b' c' : Fin 6) (n : ℤ),
      (∑ i, ∑ j, ∑ k, slaterDet a b c i j k * slaterDet a' b' c' i j k) = n →
        overlap (slater a b c) (slater a' b' c') = (n : ℂ) / 6 := by
    intro a b c a' b' c' n h
    rw [overlap_slater, h]
  simp only [catState, smul_add, smul_smul]
  -- the two determinants are orthonormal
  rw [expand, ev 0 1 2 0 1 2 6 (by decide +kernel), ev 0 1 2 3 4 5 0 (by decide +kernel),
    ev 3 4 5 0 1 2 0 (by decide +kernel), ev 3 4 5 3 4 5 6 (by decide +kernel)]
  simp only [map_mul, map_inv₀, Complex.conj_ofReal, Int.cast_ofNat, Int.cast_zero]
  linear_combination (1 + conj z * w) * inv_sqrt_two_sq
```

Q: And the independence of the phase?

A: The hypothesis `‖z‖ = 1` says that `z` is a pure phase, so both coefficients in the superposition formula become $1/2$. The right-hand side no longer contains `z`. It is the two-matrix of an equal incoherent mixture of $[123]$ and $[456]$.

```lean
/-- For every phase `z`, the two-matrix of `([123] + z [456])/√2` is the equal mixture of the
two-matrices of `[123]` and `[456]`. With orbitals numbered from zero, these determinants are
`slater 0 1 2` and `slater 3 4 5`. -/
theorem twoMatrix_catState {z : ℂ} (hz : ‖z‖ = 1) :
    twoMatrix (catState z) =
      (1 / 2 : ℂ) • twoMatrix (slater 0 1 2) + (1 / 2 : ℂ) • twoMatrix (slater 3 4 5) := by
  have hzz : z * conj z = 1 := by
    rw [Complex.mul_conj, Complex.normSq_eq_norm_sq, hz]
    norm_num
  have hs : (Real.sqrt 2 : ℂ)⁻¹ * conj (Real.sqrt 2 : ℂ)⁻¹ = 1 / 2 := by
    rw [map_inv₀, Complex.conj_ofReal, inv_sqrt_two_sq]
  have ht : ((Real.sqrt 2 : ℂ)⁻¹ * z) * conj ((Real.sqrt 2 : ℂ)⁻¹ * z) = 1 / 2 := by
    rw [map_mul, mul_mul_mul_comm, hs, hzz, mul_one]
  rw [catState, smul_add, smul_smul, twoMatrix_superposition _ _ (by decide), hs, ht]
```

Q: Read me the main theorem as a physicist would say it.

A: Both states are antisymmetric, both have norm one, their inner product is zero, and their two-matrices are equal in every element. There are no hypotheses left to satisfy. The proof obtains antisymmetry by adding the sign rules for the two determinants with their coefficients. The norms and the orthogonality come from the overlap formula at $z,w=\pm1$, and the last part applies the phase result twice.

```lean
/-- The states `([123] + [456])/√2` and `([123] - [456])/√2` are antisymmetric, normalised
and orthogonal, and they have the same two-matrix. -/
theorem orthogonal_states_same_twoMatrix :
    (IsAntisymmetric (catState 1) ∧ IsAntisymmetric (catState (-1))) ∧
    (overlap (catState 1) (catState 1) = 1 ∧ overlap (catState (-1)) (catState (-1)) = 1) ∧
    overlap (catState 1) (catState (-1)) = 0 ∧
    twoMatrix (catState 1) = twoMatrix (catState (-1)) := by
  have anti : ∀ z, IsAntisymmetric (catState z) := by
    intro z i j k
    obtain ⟨h1, h2⟩ := slater_antisymmetric (0 : Fin 6) 1 2 i j k
    obtain ⟨h3, h4⟩ := slater_antisymmetric (3 : Fin 6) 4 5 i j k
    simp only [catState, Pi.smul_apply, Pi.add_apply, smul_eq_mul]
    constructor
    · linear_combination (Real.sqrt 2 : ℂ)⁻¹ * h1 + (Real.sqrt 2 : ℂ)⁻¹ * z * h3
    · linear_combination (Real.sqrt 2 : ℂ)⁻¹ * h2 + (Real.sqrt 2 : ℂ)⁻¹ * z * h4
  refine ⟨⟨anti 1, anti (-1)⟩, ⟨?_, ?_⟩, ?_, ?_⟩
  · rw [overlap_catState]; norm_num
  · rw [overlap_catState]; norm_num
  · rw [overlap_catState]; norm_num
  · rw [twoMatrix_catState (by simp), twoMatrix_catState (by simp)]
```

Q: Does this say that $D$ never determines a pure state?

A: No. It gives one pair of states for which $D$ fails to do so, which refutes the general claim that it always does. Which states are fixed by their two-matrix, up to a phase, is a different question. For electronic structure, the example shows that $D$ can give the interaction energy without identifying the wavefunction. This ambiguity can't affect a nondegenerate ground state of a Hamiltonian with one- and two-particle terms: $D$ fixes the energy, so any state with the same $D$ is also a ground state, and hence the same state up to a phase.

Q: I still suspect that any relative sign between two determinants would be invisible in $D$.

A: Let them share one orbital and it becomes visible. Take $([123]\pm[145])/\sqrt2$ and look at the element $D(23;45)$. Only $m=1$ contributes, because $\psi(2,3,m)$ vanishes otherwise. There $\psi(2,3,1)=1/\sqrt{12}$ and $\psi(4,5,1)=\pm1/\sqrt{12}$, so
$$D(23;45)=\pm\tfrac1{12}.$$
The disjointness condition in the superposition formula therefore can't be relaxed to "at most one common orbital".

Q: And Lean follows the same element?

A: Yes, at row `(1, 2)` and column `(3, 4)` in its numbering. It assumes that the two matrices are equal and evaluates the four determinants that enter, for all six values of `m`. The assumption then says that a number equals its own negative, so that number is zero. But it is the square of $\frac{1}{\sqrt2}\cdot\frac{1}{\sqrt6}$, which is not zero.

```lean
/-- An example with one common orbital in which the sign is visible: `([123] + [145])/√2` and
`([123] - [145])/√2` have different two-matrices. With orbitals numbered from zero, the determinants
are `slater 0 1 2` and `slater 0 3 4`. -/
theorem twoMatrix_ne_of_shared_orbital :
    twoMatrix ((Real.sqrt 2 : ℂ)⁻¹ • (slater (0 : Fin 6) 1 2 + slater 0 3 4)) ≠
      twoMatrix ((Real.sqrt 2 : ℂ)⁻¹ • (slater (0 : Fin 6) 1 2 - slater 0 3 4)) := by
  intro h
  -- compare the element between the pairs (23) and (45), numbered (1, 2) and (3, 4) here
  have h' := congrFun (congrFun h (1, 2)) (3, 4)
  have h1 : ∀ m : Fin 6, slaterDet 0 1 2 1 2 m = if m = 0 then 1 else 0 := by decide +kernel
  have h2 : ∀ m : Fin 6, slaterDet 0 1 2 3 4 m = 0 := by decide +kernel
  have h3 : ∀ m : Fin 6, slaterDet 0 3 4 1 2 m = 0 := by decide +kernel
  have h4 : ∀ m : Fin 6, slaterDet 0 3 4 3 4 m = if m = 0 then 1 else 0 := by decide +kernel
  simp only [twoMatrix, Matrix.of_apply, Pi.smul_apply, Pi.add_apply, Pi.sub_apply,
    smul_eq_mul, slater, h1, h2, h3, h4, Fin.sum_univ_six] at h'
  simp at h'
  have hx : (Real.sqrt 2 : ℂ)⁻¹ * (Real.sqrt 6 : ℂ)⁻¹ ≠ 0 :=
    mul_ne_zero (inv_ne_zero (Complex.ofReal_ne_zero.mpr (by positivity)))
      (inv_ne_zero (Complex.ofReal_ne_zero.mpr (by positivity)))
  exact mul_ne_zero hx hx (by linear_combination h' / 2)

end

end TwoMatrixNotInjective
```

```lean
#print axioms TwoMatrixNotInjective.orthogonal_states_same_twoMatrix
#print axioms TwoMatrixNotInjective.twoMatrix_ne_of_shared_orbital
```

```
'TwoMatrixNotInjective.orthogonal_states_same_twoMatrix' depends on axioms: [propext, Classical.choice, Quot.sound]
'TwoMatrixNotInjective.twoMatrix_ne_of_shared_orbital' depends on axioms: [propext, Classical.choice, Quot.sound]
```
